# Four classes of bar patterns for Coulomb and Gaunt integrals over Kramers pairs

A four-component code that treats every placement of bars in a two-electron integral as a separate case handles 16 blocks, many of them copies of one another. If it removes the copies with the Coulomb sign rule and applies the same rule to Gaunt integrals, some of these get the wrong sign. If it also skips every integral that the rule sets to zero, it discards Gaunt integrals that are nonzero. The relations below fix the signs and reduce the 16 patterns to four, for four-spinors on a finite grid with a real symmetric kernel.

## The symmetries and their signs

Let \(p,q,r,s\) be four-spinors, with components numbered 0 to 3. The Kramers partner of \(p\) is \(\bar p=-i\Sigma_y p^*\), where \(\Sigma_y\) is the four-component spin matrix. With \(V_0=1\) and \(V_1,V_2,V_3=\alpha_x,\alpha_y,\alpha_z\), define

\[
j_\mu(p,q;x)=p(x)^\dagger V_\mu q(x),\qquad
(pq,rs)=\sum_{\mu}\sum_{x,y}K(x,y)\,j_\mu(p,q;x)\,j_\mu(r,s;y).
\]

Coulomb uses \(\mu=0\) and has \(t=1\); Gaunt uses \(\mu=1,2,3\) and has \(t=-1\). Then

\[
(pq,rs)=t(\bar q\bar p,rs)=(rs,pq)=(qp,sr)^*,
\]

and the Coulomb integral \((\bar p p,rs)\) vanishes. The three moves on bar patterns (time reversal of the first pair, electron exchange, conjugation) leave exactly four orbits, represented by \((pq,rs)\), \((pq,r\bar s)\), \((p\bar q,r\bar s)\) and \((p\bar q,\bar r s)\).

## Fetching a barred integral from a stored block

A code that stores only the four representative blocks can serve any other request by tracking a sign, a conjugation flag and the order of the orbitals. For \((\bar p\bar q,\bar r s)\), conjugation followed by time reversal gives

\[
(\bar p\bar q,\bar r s)=(\bar q\bar p,s\bar r)^*=t\,(pq,s\bar r)^*,
\]

which lies in the second block. When exactly one member of the reversed pair is barred, \(\bar{\bar p}=-p\) adds a sign: \((p\bar q,rs)=-t(q\bar p,rs)\).

## From spinor components to four orbits

**Time reversal.** In components,

\[
\bar p=(-p_1^*,\,p_0^*,\,-p_3^*,\,p_2^*),
\]

so applying bar twice gives \(-p\). Write \(U=-i\Sigma_y\), a real matrix with \(U^T=i\Sigma_y\). Since a scalar equals its transpose,

\[
\bar q^\dagger V_\mu\bar p=q^TU^TV_\mu Up^*=p^\dagger\,(U^TV_\mu^TU)\,q .
\]

For \(V_0=1\) the bracket is \(U^TU=1\). The matrices \(\alpha_k\) have Pauli matrices \(\sigma_k\) as off-diagonal blocks, so the bracket has blocks \(\sigma_y\sigma_k^T\sigma_y\). For \(k=x,z\), \(\sigma_k^T=\sigma_k\) anticommutes with \(\sigma_y\); for \(k=y\), \(\sigma_y^T=-\sigma_y\). Each block is therefore \(-\sigma_k\). The charge density keeps its sign and the current changes sign. Summing over the grid gives \((\bar q\bar p,rs)=t(pq,rs)\), and \(t^2=1\) gives the form stated above.

**Exchange and conjugation.** Renaming \(x\leftrightarrow y\) and using \(K(x,y)=K(y,x)\) gives \((pq,rs)=(rs,pq)\). The vertices are Hermitian, so \(j_\mu(q,p)^*=j_\mu(p,q)\); as \(K\) is real, \((qp,sr)^*=(pq,rs)\).

**The vanishing density.** At each point,

\[
\bar p^\dagger p=-p_1p_0+p_0p_1-p_3p_2+p_2p_3=0 .
\]

**The orbits.** Let \(a,b,c,d\) record which positions are barred. The moves give \((\neg b,\neg a,c,d)\), \((c,d,a,b)\) and \((b,a,d,c)\). They preserve the number of pairs with equal flags and, when neither pair has equal flags, whether \(a=c\). This separates four classes, of sizes 4, 8, 2 and 2.

Each class is connected:

- If both pairs have equal flags, reversal and exchange remove all bars.
- If one pair does, exchange puts it first, reversal clears its bars, and conjugation orders the other pair.
- If neither does, conjugation joins the two patterns of each class.

**A Gaunt integral that survives.** Take one grid point, \(K=1\) and \(p=(1,0,1,0)\), so \(\bar p=(0,1,0,1)\). Then

\[
\bar p^\dagger\boldsymbol\alpha p=(2,2i,0),\qquad p^\dagger\boldsymbol\alpha\bar p=(2,-2i,0),
\]

and \((\bar p p,p\bar p)=4+4+0=8\). The squared norm of \(p\) is 2, so the normalised spinor gives \(8/4=2\). The Coulomb integral with the same orbitals is zero.

## Definitions and proofs in Lean

```lean
import Mathlib

open Matrix
open scoped ComplexConjugate

namespace KramersIntegrals

noncomputable section

/-- A four-spinor on the grid `G`: four complex components at each point. -/
abbrev Spinor (G : Type*) := G → Fin 4 → ℂ

/-- The four-component spin matrix `Σ_y`. -/
def sigmaY : Matrix (Fin 4) (Fin 4) ℂ :=
  !![0, -Complex.I, 0, 0; Complex.I, 0, 0, 0; 0, 0, 0, -Complex.I; 0, 0, Complex.I, 0]

/-- The Kramers partner `-i Σ_y conj ψ` of a four-spinor. -/
def bar {G : Type*} (ψ : Spinor G) : Spinor G :=
  fun x => ((-Complex.I) • sigmaY) *ᵥ star (ψ x)

/-- The vertices of the four-current: the identity, then `α_x`, `α_y`, `α_z`. -/
def vertex : Fin 4 → Matrix (Fin 4) (Fin 4) ℂ :=
  ![1,
    !![0, 0, 0, 1; 0, 0, 1, 0; 0, 1, 0, 0; 1, 0, 0, 0],
    !![0, 0, 0, -Complex.I; 0, 0, Complex.I, 0; 0, -Complex.I, 0, 0; Complex.I, 0, 0, 0],
    !![0, 0, 1, 0; 0, 0, 0, -1; 1, 0, 0, 0; 0, -1, 0, 0]]

/-- Component `μ` of the transition four-current of `p` and `q` at the point `x`. -/
def current {G : Type*} (μ : Fin 4) (p q : Spinor G) (x : G) : ℂ :=
  star (p x) ⬝ᵥ (vertex μ *ᵥ q x)

/-- The two interactions: between charge densities, or between Dirac currents. -/
inductive Interaction
  | coulomb
  | gaunt

/-- The components of the four-current that an interaction couples. -/
def Interaction.components : Interaction → Finset (Fin 4)
  | .coulomb => {0}
  | .gaunt => {1, 2, 3}

/-- The sign `t`: `1` for Coulomb and `-1` for Gaunt. -/
def Interaction.parity : Interaction → ℂ
  | .coulomb => 1
  | .gaunt => -1

/-- The two-electron integral `(pq,rs)` on the grid with real kernel `K`. -/
def eri {G : Type*} [Fintype G] (v : Interaction) (K : G → G → ℝ) (p q r s : Spinor G) : ℂ :=
  ∑ μ ∈ v.components, ∑ x, ∑ y, (K x y : ℂ) * current μ p q x * current μ r s y

/-- Which of the four positions in `(pq,rs)` carry a bar. -/
abbrev Pattern := Bool × Bool × Bool × Bool

/-- The three moves: time reversal of the first pair, electron exchange, conjugation. -/
inductive Move
  | reverse
  | exchange
  | conjugate

/-- The effect of a move on the bar pattern. -/
def Move.act : Move → Pattern → Pattern
  | .reverse, (a, b, c, d) => (!b, !a, c, d)
  | .exchange, (a, b, c, d) => (c, d, a, b)
  | .conjugate, (a, b, c, d) => (b, a, d, c)

/-- Two patterns are joined when one move leads from the first to the second. -/
def Step (P Q : Pattern) : Prop := ∃ m : Move, Q = m.act P

/-- The representative patterns `(pq,rs)`, `(pq,rs̄)`, `(pq̄,rs̄)` and `(pq̄,r̄s)`. -/
def representative : Fin 4 → Pattern :=
  ![(false, false, false, false), (false, false, false, true),
    (false, true, false, true), (false, true, true, false)]

/-- The class of a pattern, read off from which bars agree. -/
def orbitClass : Pattern → Fin 4
  | (a, b, c, d) =>
    if a = b ∧ c = d then 0 else if a = b ∨ c = d then 1 else if a = c then 2 else 3

/-- The spinor itself, or its Kramers partner if the flag is set. -/
def kramers {G : Type*} (a : Bool) (ψ : Spinor G) : Spinor G := if a then bar ψ else ψ

/-- The integral over four orbitals with bars placed according to `P`. -/
def patternIntegral {G : Type*} [Fintype G] (v : Interaction) (K : G → G → ℝ)
    (P : Pattern) (φ : Fin 4 → Spinor G) : ℂ :=
  eri v K (kramers P.1 (φ 0)) (kramers P.2.1 (φ 1))
    (kramers P.2.2.1 (φ 2)) (kramers P.2.2.2 (φ 3))

/-- Integrals of pattern `P` are those of pattern `Q` with permuted orbitals, up to a sign and
possibly conjugation, all three the same for every choice of orbitals. -/
def SameUpToSign {G : Type*} [Fintype G] (v : Interaction) (K : G → G → ℝ)
    (P Q : Pattern) : Prop :=
  ∃ (σ : Equiv.Perm (Fin 4)) (ε : ℂ), (ε = 1 ∨ ε = -1) ∧
    ((∀ φ, patternIntegral v K P φ = ε * patternIntegral v K Q (φ ∘ σ)) ∨
     (∀ φ, patternIntegral v K P φ = ε * conj (patternIntegral v K Q (φ ∘ σ))))

variable {G : Type*}

/-- The Kramers partner in components. -/
theorem bar_apply (ψ : Spinor G) (x : G) :
    bar ψ x = ![-conj (ψ x 1), conj (ψ x 0), -conj (ψ x 3), conj (ψ x 2)] := by
  ext i
  fin_cases i <;> simp [bar, sigmaY, Matrix.mulVec, dotProduct, Fin.sum_univ_four]

/-- Passing from `pq` to `q̄p̄` keeps the charge density and reverses the Dirac current. -/
theorem current_bar (μ : Fin 4) (p q : Spinor G) (x : G) :
    current μ (bar q) (bar p) x = (if μ = 0 then 1 else -1) * current μ p q x := by
  fin_cases μ <;>
    simp [current, vertex, bar_apply, Matrix.mulVec, dotProduct, Fin.sum_univ_four,
      Matrix.one_apply] <;> ring

variable [Fintype G]

/-- Time reversal of one pair: `(q̄p̄,rs) = t (pq,rs)`. -/
theorem eri_bar (v : Interaction) (K : G → G → ℝ) (p q r s : Spinor G) :
    eri v K (bar q) (bar p) r s = v.parity * eri v K p q r s := by
  unfold eri
  simp only [Finset.mul_sum]
  refine Finset.sum_congr rfl fun μ hμ => Finset.sum_congr rfl fun x _ =>
    Finset.sum_congr rfl fun y _ => ?_
  -- all components coupled by one interaction have the same sign
  have ht : (if μ = 0 then (1 : ℂ) else -1) = v.parity := by
    cases v
    · simp only [Interaction.components, Finset.mem_singleton] at hμ
      simp [hμ, Interaction.parity]
    · simp only [Interaction.components, Finset.mem_insert, Finset.mem_singleton] at hμ
      rcases hμ with rfl | rfl | rfl <;> simp [Interaction.parity]
  rw [current_bar, ht]
  ring

/-- For a real symmetric kernel, `(pq,rs) = (rs,pq)` and `(pq,rs) = conj (qp,sr)`. -/
theorem eri_symm (v : Interaction) (K : G → G → ℝ) (hK : ∀ x y, K x y = K y x)
    (p q r s : Spinor G) :
    eri v K p q r s = eri v K r s p q ∧ eri v K p q r s = conj (eri v K q p s r) := by
  constructor
  · unfold eri
    refine Finset.sum_congr rfl fun μ _ => ?_
    rw [Finset.sum_comm]
    refine Finset.sum_congr rfl fun a _ => Finset.sum_congr rfl fun b _ => ?_
    rw [hK b a]
    ring
  · -- the vertices are Hermitian
    have hc : ∀ (μ : Fin 4) (p q : Spinor G) (x : G),
        conj (current μ q p x) = current μ p q x := by
      intro μ p q x
      fin_cases μ <;>
        simp [current, vertex, Matrix.mulVec, dotProduct, Fin.sum_univ_four,
          Matrix.one_apply] <;> ring
    simp only [eri, map_sum, map_mul, Complex.conj_ofReal, hc]

/-- The Coulomb integral `(p̄p,rs)` vanishes. -/
theorem coulomb_bar_self (K : G → G → ℝ) (p r s : Spinor G) :
    eri .coulomb K (bar p) p r s = 0 := by
  have h : ∀ x, current 0 (bar p) p x = 0 := by
    intro x
    simp [current, vertex, bar_apply, dotProduct, Fin.sum_univ_four]
    ring
  simp [eri, Interaction.components, h]

/-- On a single grid point with unit kernel, the spinor `p = (1,0,1,0)` has Gaunt integral
`(p̄p,pp̄) = 8`. -/
theorem gaunt_bar_self (p : Spinor Unit) (hp : p = fun _ => ![1, 0, 1, 0]) :
    eri .gaunt (fun _ _ => 1) (bar p) p p (bar p) = 8 := by
  subst hp
  -- write out the sum over the three current components
  have hs : ∀ f : Fin 4 → ℂ,
      ∑ μ ∈ ({1, 2, 3} : Finset (Fin 4)), f μ = f 1 + f 2 + f 3 := by
    intro f
    rw [Finset.sum_insert (by decide), Finset.sum_insert (by decide), Finset.sum_singleton]
    ring
  simp only [eri, Interaction.components, hs]
  simp [current, vertex, bar_apply, Matrix.mulVec, dotProduct, Fin.sum_univ_four]
  norm_num [Complex.ext_iff]

/-- For a real symmetric kernel, each move on bar patterns is an identity between integrals, up to
sign, conjugation and a permutation of the orbitals. -/
theorem sameUpToSign_act (v : Interaction) (K : G → G → ℝ) (hK : ∀ x y, K x y = K y x)
    (m : Move) (P : Pattern) : SameUpToSign v K P (m.act P) := by
  obtain ⟨a, b, c, d⟩ := P
  cases m
  · -- a second bar on the same spinor gives a minus sign
    have hbb : ∀ ψ : Spinor G, bar (bar ψ) = -ψ := by
      intro ψ
      funext x i
      fin_cases i <;> simp [bar_apply]
    have hl : ∀ p q r s : Spinor G, eri v K (-p) q r s = -eri v K p q r s := by
      intro p q r s
      simp [eri, current]
    have hr : ∀ p q r s : Spinor G, eri v K p (-q) r s = -eri v K p q r s := by
      intro p q r s
      simp [eri, current, Matrix.mulVec_neg]
    have ht : v.parity * v.parity = 1 := by cases v <;> simp [Interaction.parity]
    refine ⟨Equiv.swap 0 1, v.parity * (if a = b then 1 else -1), ?_, Or.inl fun φ => ?_⟩
    · cases v <;> cases a <;> cases b <;> simp [Interaction.parity]
    · change eri v K (kramers a (φ 0)) (kramers b (φ 1)) (kramers c (φ 2)) (kramers d (φ 3)) =
        v.parity * (if a = b then 1 else -1) * eri v K (kramers (!b) (φ 1))
          (kramers (!a) (φ 0)) (kramers c (φ 2)) (kramers d (φ 3))
      generalize kramers c (φ 2) = r
      generalize kramers d (φ 3) = s
      have h1 := eri_bar v K (kramers a (φ 0)) (kramers b (φ 1)) r s
      have h2 : eri v K (bar (kramers b (φ 1))) (bar (kramers a (φ 0))) r s =
          (if a = b then 1 else -1) *
            eri v K (kramers (!b) (φ 1)) (kramers (!a) (φ 0)) r s := by
        cases a <;> cases b <;> simp [kramers, hbb, hl, hr]
      linear_combination v.parity * h2 - v.parity * h1 -
        eri v K (kramers a (φ 0)) (kramers b (φ 1)) r s * ht
  · refine ⟨Equiv.swap 0 2 * Equiv.swap 1 3, 1, Or.inl rfl, Or.inl fun φ => ?_⟩
    rw [one_mul]
    exact (eri_symm v K hK _ _ _ _).1
  · refine ⟨Equiv.swap 0 1 * Equiv.swap 2 3, 1, Or.inl rfl, Or.inr fun φ => ?_⟩
    rw [one_mul]
    exact (eri_symm v K hK _ _ _ _).2

/-- A finite sequence of moves leads from any bar pattern to the representative of its class. -/
theorem exists_word (P : Pattern) :
    ∃ w : List Move, w.foldl (fun Q m => m.act Q) P = representative (orbitClass P) := by
  have h : ∃ w ∈ ([[], [.reverse], [.exchange], [.conjugate], [.exchange, .reverse],
      [.reverse, .exchange, .reverse], [.conjugate, .reverse], [.conjugate, .exchange],
      [.conjugate, .exchange, .reverse]] : List (List Move)),
      w.foldl (fun Q m => m.act Q) P = representative (orbitClass P) := by
    rcases P with ⟨_ | _, _ | _, _ | _, _ | _⟩ <;> decide
  obtain ⟨w, _, hw⟩ := h
  exact ⟨w, hw⟩

/-- The three moves split the 16 bar patterns into exactly four orbits. -/
theorem card_orbits : Nat.card (Quot Step) = 4 := by
  -- the class does not change under a move
  have hinv : ∀ P Q, Step P Q → orbitClass P = orbitClass Q := by
    rintro ⟨_ | _, _ | _, _ | _, _ | _⟩ Q ⟨m, rfl⟩ <;> cases m <;> decide
  have hword : ∀ (w : List Move) (P : Pattern),
      Quot.mk Step P = Quot.mk Step (w.foldl (fun Q m => m.act Q) P) := by
    intro w
    induction w with
    | nil => intro P; rfl
    | cons m w ih => intro P; exact (Quot.sound ⟨m, rfl⟩).trans (ih (m.act P))
  have hrep : ∀ P, Quot.mk Step P = Quot.mk Step (representative (orbitClass P)) := by
    intro P
    obtain ⟨w, hw⟩ := exists_word P
    rw [← hw]
    exact hword w P
  have hbij : Function.Bijective (Quot.lift orbitClass hinv) := by
    constructor
    · rintro ⟨P⟩ ⟨Q⟩ h
      have h' : orbitClass P = orbitClass Q := h
      exact (hrep P).trans ((congrArg (fun i => Quot.mk Step (representative i)) h').trans
        (hrep Q).symm)
    · intro i
      refine ⟨Quot.mk Step (representative i), ?_⟩
      change orbitClass (representative i) = i
      revert i
      decide
  rw [Nat.card_eq_of_bijective _ hbij]
  simp

/-- For a real symmetric kernel, every Coulomb or Gaunt integral over Kramers pairs equals one with
a representative bar pattern, up to sign, conjugation and a permutation of the orbitals. -/
theorem integral_from_representative (v : Interaction) (K : G → G → ℝ)
    (hK : ∀ x y, K x y = K y x) (P : Pattern) :
    SameUpToSign v K P (representative (orbitClass P)) := by
  -- identities between integrals can be composed
  have trans : ∀ P Q R, SameUpToSign v K P Q → SameUpToSign v K Q R →
      SameUpToSign v K P R := by
    rintro P Q R ⟨σ, ε, hε, h⟩ ⟨τ, δ, hδ, g⟩
    have hc : conj δ = δ := by rcases hδ with rfl | rfl <;> simp
    have e : ∀ φ : Fin 4 → Spinor G, φ ∘ ⇑(σ * τ) = (φ ∘ σ) ∘ τ := fun _ => rfl
    refine ⟨σ * τ, ε * δ, ?_, ?_⟩
    · rcases hε with rfl | rfl <;> rcases hδ with rfl | rfl <;> simp
    · rcases h with h | h <;> rcases g with g | g
      · exact Or.inl fun φ => by rw [e, h φ, g (φ ∘ σ), mul_assoc]
      · exact Or.inr fun φ => by rw [e, h φ, g (φ ∘ σ), mul_assoc]
      · exact Or.inr fun φ => by rw [e, h φ, g (φ ∘ σ), map_mul, hc, mul_assoc]
      · exact Or.inl fun φ => by
          rw [e, h φ, g (φ ∘ σ), map_mul, hc, Complex.conj_conj, mul_assoc]
  have hword : ∀ (w : List Move) (P : Pattern),
      SameUpToSign v K P (w.foldl (fun Q m => m.act Q) P) := by
    intro w
    induction w with
    | nil => intro P; exact ⟨1, 1, Or.inl rfl, Or.inl fun φ => (one_mul _).symm⟩
    | cons m w ih => intro P; exact trans _ _ _ (sameUpToSign_act v K hK m P) (ih (m.act P))
  obtain ⟨w, hw⟩ := exists_word P
  rw [← hw]
  exact hword w P

end

end KramersIntegrals
```

```lean
#print axioms KramersIntegrals.coulomb_bar_self
-- 'KramersIntegrals.coulomb_bar_self' depends on axioms: [propext, Classical.choice, Quot.sound]
#print axioms KramersIntegrals.gaunt_bar_self
-- 'KramersIntegrals.gaunt_bar_self' depends on axioms: [propext, Classical.choice, Quot.sound]
#print axioms KramersIntegrals.card_orbits
-- 'KramersIntegrals.card_orbits' depends on axioms: [propext, Classical.choice, Quot.sound]
#print axioms KramersIntegrals.integral_from_representative
-- 'KramersIntegrals.integral_from_representative' depends on axioms: [propext, Classical.choice, Quot.sound]
```

## What is proved for a finite grid and a real symmetric kernel

**The objects.** `Spinor G` is any function from the grid `G` to four complex components; no Dirac equation, normalisation or orthogonality is imposed. `eri` is the double sum above, with quadrature weights absorbed into `K`. The hypothesis `hK` says that the interaction is the same when the electrons trade places, as for a function of their distance. `eri_bar` and `coulomb_bar_self` do not need it.

A `Pattern` is four Booleans, and `Quot Step` identifies patterns joined by moves. Each move undoes itself, so these classes are the orbits. `SameUpToSign` requires one permutation, one sign and one choice about conjugation to serve all orbitals at once.

**The proofs.** `current_bar` checks the four vertices in components, and `eri_bar` carries the sign through the sums. `eri_symm` reorders the sums for exchange and uses Hermiticity for conjugation. `sameUpToSign_act` turns each move into an identity between integrals, including the sign from a double bar.

`exists_word` finds a sequence of moves for each of the 16 patterns by finite checking. `card_orbits` shows that `orbitClass` is unchanged by moves and gives a bijection from the orbits to `Fin 4`. `integral_from_representative` composes the identities along the sequence.

**The limits.** The last theorem says that a suitable sign, permutation and conjugation choice exist; it does not tabulate them for a code. The count concerns patterns under these three moves, and special orbitals may satisfy further relations. The kernel is finite everywhere, so using \(1/r_{12}\) in this grid sum requires a chosen value at coincident points. `gaunt` is the bare current–current sum: the overall minus sign of the Gaunt term in the Hamiltonian and the remaining part of the Breit interaction are left out. Continuum integrals and rounding errors are not treated.
